# Riccati amplitudes for the Eilenberger equations, and their exponential relaxation in a constant gap when non-negative

Let $x$ be the position along a straight quasiparticle trajectory, $v>0$ the speed and $D>0$ a constant superconducting gap. At zero frequency a real Riccati amplitude $a(x)$ obeys

$$v a' = D(1-a^2) = -D\,(a-1)(a+1).$$

The bulk value is $a=1$. As long as $a\ge 0$, the factor $a+1$ is at least 1, so the deviation $|a-1|$ shrinks at least as fast as $e^{-Dx/v}$. Starting from $a(0)=0$ gives $a=\tanh(Dx/v)$, which does this. The value $a=-1$ is stationary too, and an amplitude placed there never relaxes, so some condition on the amplitude is needed; the one used here is $a\ge 0$. A real frequency $\omega$ changes the two factors but not the mechanism.

## Amplitudes and propagators on a trajectory

In general the gap $\Delta(x)$ may be complex and vary in space. The type `𝕜` stands for either $\mathbb R$ or $\mathbb C$, while $x$ and $v$ are always real.

```lean
import Mathlib

open scoped ComplexConjugate

namespace EilenbergerRiccati

noncomputable section

variable {𝕜 : Type*} [RCLike 𝕜]
```

The first amplitude satisfies

$$v a' = \Delta - 2\omega a - \Delta^* a^2 .$$

Here $\hbar=1$ and $\omega$ is the Matsubara frequency; complex values allow continuation to real energies. In Lean, `v • deriv a x` is the real number $v$ times the derivative, and `conj` is complex conjugation. The field `diff` matters: Lean sets `deriv a x` to 0 where $a$ is not differentiable, so with the equation alone a discontinuous amplitude could pass at a point where the right-hand side vanishes.

```lean
/-- The Riccati equation `v a' = Δ - 2ωa - Δ* a²` at the point `x` of a trajectory,
for a differentiable amplitude `a`. -/
structure RiccatiA (v : ℝ) (ω : 𝕜) (Δ a : ℝ → 𝕜) (x : ℝ) : Prop where
  diff : DifferentiableAt ℝ a x
  eqn : v • deriv a x = Δ x - 2 * ω * a x - conj (Δ x) * a x ^ 2
```

The second amplitude $b$ has the opposite sign of the frequency term:

$$v b' = 2\omega b + \Delta b^2 - \Delta^* .$$

```lean
/-- The companion Riccati equation `v b' = 2ωb + Δ b² - Δ*` at the point `x`,
for a differentiable amplitude `b`. -/
structure RiccatiB (v : ℝ) (ω : 𝕜) (Δ b : ℝ → 𝕜) (x : ℝ) : Prop where
  diff : DifferentiableAt ℝ b x
  eqn : v • deriv b x = 2 * ω * b x + Δ x * b x ^ 2 - conj (Δ x)
```

The target is the set of Eilenberger equations for the normal propagator $g$ and the anomalous propagators $f$ and $h$:

$$v g' = \Delta^* f - \Delta h,\qquad v f' = 2\Delta g - 2\omega f,\qquad v h' = 2\omega h - 2\Delta^* g .$$

This is the clean, scalar form, with no impurity self-energy, vector potential or spin structure. The gap is prescribed; no self-consistency condition is imposed on it.

```lean
/-- The Eilenberger equations at the point `x` for the normal propagator `g` and the
anomalous propagators `f` and `h`, all differentiable there. -/
structure Eilenberger (v : ℝ) (ω : 𝕜) (Δ g f h : ℝ → 𝕜) (x : ℝ) : Prop where
  diff_g : DifferentiableAt ℝ g x
  diff_f : DifferentiableAt ℝ f x
  diff_h : DifferentiableAt ℝ h x
  eqn_g : v • deriv g x = conj (Δ x) * f x - Δ x * h x
  eqn_f : v • deriv f x = 2 * Δ x * g x - 2 * ω * f x
  eqn_h : v • deriv h x = 2 * ω * h x - 2 * conj (Δ x) * g x
```

With $N = 1+ab$, the propagators are built from the amplitudes as follows. First,

$$g = \frac{1-ab}{N}.$$

```lean
/-- Normal propagator `g = (1 - ab)/(1 + ab)`, meaningful where `1 + ab ≠ 0`. -/
def propG (a b : ℝ → 𝕜) : ℝ → 𝕜 := fun x => (1 - a x * b x) / (1 + a x * b x)
```

The anomalous propagator that accompanies $\Delta$ is $f = 2a/N$.

```lean
/-- Anomalous propagator `f = 2a/(1 + ab)`, meaningful where `1 + ab ≠ 0`. -/
def propF (a b : ℝ → 𝕜) : ℝ → 𝕜 := fun x => 2 * a x / (1 + a x * b x)
```

Its partner is $h = 2b/N$.

```lean
/-- Anomalous propagator `h = 2b/(1 + ab)`, meaningful where `1 + ab ≠ 0`. -/
def propH (a b : ℝ → 𝕜) : ℝ → 𝕜 := fun x => 2 * b x / (1 + a x * b x)
```

## From two Riccati equations to three linear ones

The normalisation is algebra:

$$g^2+fh = \frac{(1-ab)^2+4ab}{N^2} = \frac{(1+ab)^2}{N^2} = 1 .$$

For the differential equations, first combine the two Riccati equations. The frequency terms cancel:

$$v N' = b\,(va') + a\,(vb') = \Delta b - \Delta^* a + ab\,(\Delta b - \Delta^* a) = (\Delta b-\Delta^* a)\,N .$$

Since $g = 2/N - 1$,

$$v g' = -\frac{2vN'}{N^2} = \frac{2\Delta^* a - 2\Delta b}{N} = \Delta^* f - \Delta h .$$

For $f$, the terms in $\Delta^*a^2$ cancel:

$$v f' = \frac{2(\Delta-2\omega a-\Delta^*a^2) - 2a(\Delta b-\Delta^*a)}{N} = \frac{2\Delta(1-ab)-4\omega a}{N} = 2\Delta g-2\omega f .$$

For $h$, the terms in $\Delta b^2$ cancel:

$$v h' = \frac{2(2\omega b+\Delta b^2-\Delta^*) - 2b(\Delta b-\Delta^*a)}{N} = \frac{4\omega b-2\Delta^*(1-ab)}{N} = 2\omega h-2\Delta^* g .$$

The theorem is pointwise. If both Riccati equations hold at $x$ and $N(x)\neq 0$, then the normalisation and all three Eilenberger equations hold at $x$, including differentiability of the propagators.

In the proof, `hg`, `hf` and `hh` are the definitions multiplied by $N$, and `Hg`, `Hf` and `Hh` are the quotient rule. Each goal is then multiplied by $N^2$, and `linear_combination` checks the remaining polynomial identity. Its coefficients show the calculation above: in the equation for $f$, the numerator $2a'N-2aN'$ equals $2a'-2a^2b'$, hence `2 * ea - 2 * a x ^ 2 * eb`.

```lean
/-- Where `1 + ab ≠ 0`, two Riccati amplitudes give propagators that obey the normalisation
`g² + fh = 1` and the Eilenberger equations. -/
theorem eilenberger_of_riccati {v : ℝ} {ω : 𝕜} {Δ a b : ℝ → 𝕜} {x : ℝ}
    (ha : RiccatiA v ω Δ a x) (hb : RiccatiB v ω Δ b x) (hN : 1 + a x * b x ≠ 0) :
    propG a b x ^ 2 + propF a b x * propH a b x = 1 ∧
      Eilenberger v ω Δ (propG a b) (propF a b) (propH a b) x := by
  have ea := ha.eqn
  have eb := hb.eqn
  rw [Algebra.smul_def] at ea eb
  -- the definitions, cleared of denominators
  have hg : propG a b x * (1 + a x * b x) = 1 - a x * b x := by
    simp only [propG]; field_simp
  have hf : propF a b x * (1 + a x * b x) = 2 * a x := by
    simp only [propF]; field_simp
  have hh : propH a b x * (1 + a x * b x) = 2 * b x := by
    exact ((div_eq_iff hN).1 rfl).symm
  -- the quotient rule
  have Ha := ha.diff.hasDerivAt
  have Hb := hb.diff.hasDerivAt
  have HN : HasDerivAt (fun y => 1 + a y * b y)
      (deriv a x * b x + a x * deriv b x) x := (Ha.fun_mul Hb).const_add 1
  have Hg : HasDerivAt (propG a b) ((-(deriv a x * b x + a x * deriv b x) * (1 + a x * b x)
      - (1 - a x * b x) * (deriv a x * b x + a x * deriv b x)) / (1 + a x * b x) ^ 2) x := by
    have t := ((Ha.fun_mul Hb).const_sub 1).fun_div HN hN
    exact t
  have Hf : HasDerivAt (propF a b) ((2 * deriv a x * (1 + a x * b x)
      - 2 * a x * (deriv a x * b x + a x * deriv b x)) / (1 + a x * b x) ^ 2) x := by
    have t := (Ha.const_mul 2).fun_div HN hN
    exact t
  have Hh : HasDerivAt (propH a b) ((2 * deriv b x * (1 + a x * b x)
      - 2 * b x * (deriv a x * b x + a x * deriv b x)) / (1 + a x * b x) ^ 2) x := by
    have t := (Hb.const_mul 2).fun_div HN hN
    exact t
  have hN2 := pow_ne_zero 2 hN
  refine ⟨?_, Hg.differentiableAt, Hf.differentiableAt, Hh.differentiableAt, ?_, ?_, ?_⟩
  · apply mul_right_cancel₀ hN2
    linear_combination (propG a b x * (1 + a x * b x) + (1 - a x * b x)) * hg
      + propH a b x * (1 + a x * b x) * hf + 2 * a x * hh
  · rw [Hg.deriv, Algebra.smul_def, ← mul_div_assoc, div_eq_iff hN2]
    linear_combination -2 * b x * ea - 2 * a x * eb
      - conj (Δ x) * (1 + a x * b x) * hf + Δ x * (1 + a x * b x) * hh
  · rw [Hf.deriv, Algebra.smul_def, ← mul_div_assoc, div_eq_iff hN2]
    linear_combination 2 * ea - 2 * a x ^ 2 * eb
      - 2 * Δ x * (1 + a x * b x) * hg + 2 * ω * (1 + a x * b x) * hf
  · rw [Hh.deriv, Algebra.smul_def, ← mul_div_assoc, div_eq_iff hN2]
    linear_combination 2 * eb - 2 * b x ^ 2 * ea
      - 2 * ω * (1 + a x * b x) * hh + 2 * conj (Δ x) * (1 + a x * b x) * hg
```

## The stationary amplitude in a constant gap

From here on $\omega$ and $a$ are real and $\Delta(x)=D$ is a positive constant, which amounts to a uniform superconductor with the phase of the gap chosen as zero. Write $s=\sqrt{\omega^2+D^2}$ and

$$A = \frac{D}{\omega+s}.$$

```lean
/-- The bulk amplitude `D/(ω + √(ω² + D²))`, meaningful unless `D = 0` and `ω ≤ 0`. -/
def bulk (ω D : ℝ) : ℝ := D / (ω + √(ω ^ 2 + D ^ 2))
```

Because $(s-\omega)(s+\omega)=D^2$, we have $DA = s-\omega$. Then

$$D\,(D-2\omega A-DA^2) = D^2 - DA\,(DA+2\omega) = D^2-(s-\omega)(s+\omega) = 0,$$

and division by $D$ shows that $A$ is stationary. The frequency may have either sign, since $s>|\omega|$ keeps the denominator positive. The Lean proof takes the same route, with `hs` supplying $s^2=\omega^2+D^2$ and `h1` the relation $DA=s-\omega$.

```lean
/-- For a gap `D > 0` the bulk amplitude `A` satisfies `D A = √(ω² + D²) - ω` and is a
stationary point of the Riccati equation. -/
theorem bulk_stationary (ω : ℝ) {D : ℝ} (hD : 0 < D) :
    D * bulk ω D = √(ω ^ 2 + D ^ 2) - ω ∧
      D - 2 * ω * bulk ω D - D * bulk ω D ^ 2 = 0 := by
  have hs : √(ω ^ 2 + D ^ 2) ^ 2 = ω ^ 2 + D ^ 2 := Real.sq_sqrt (by positivity)
  have hlt : -ω < √(ω ^ 2 + D ^ 2) := Real.lt_sqrt_of_sq_lt (by nlinarith [pow_pos hD 2])
  have hp : ω + √(ω ^ 2 + D ^ 2) ≠ 0 := by linarith
  have h1 : D * bulk ω D = √(ω ^ 2 + D ^ 2) - ω := by
    unfold bulk
    rw [← mul_div_assoc, div_eq_iff hp]
    linear_combination -hs
  refine ⟨h1, mul_left_cancel₀ hD.ne' ?_⟩
  linear_combination -hs - (2 * ω + D * bulk ω D + √(ω ^ 2 + D ^ 2) - ω) * h1
```

## Damping of the deviation

Dividing the Riccati equation by $v$ gives the slope

$$a' = \frac{D-2\omega a-Da^2}{v}.$$

```lean
/-- For `v ≠ 0` and a constant real gap, the Riccati equation gives the slope of `a`. -/
theorem slope {v ω D x : ℝ} {a : ℝ → ℝ} (hv : v ≠ 0)
    (h : RiccatiA v ω (fun _ => D) a x) :
    HasDerivAt a ((D - 2 * ω * a x - D * a x ^ 2) / v) x := by
  have e : v * deriv a x = D - 2 * ω * a x - D * a x ^ 2 := h.eqn
  have d : HasDerivAt a (deriv a x) x := h.diff.hasDerivAt
  exact d.congr_deriv (by rw [eq_div_iff hv]; linarith)
```

The estimate rests on a general fact. Suppose $\psi'=-c(x)\,\psi$ for $x\ge0$, with $c(x)\ge 0$. Then

$$(\psi^2)' = -2c\,\psi^2 \le 0,$$

so $\psi^2$ does not increase and $|\psi(x)|\le|\psi(0)|$. Nothing is integrated, and $c$ need not be continuous. In Lean, `anti` is the statement that $\psi^2$ is non-increasing on the half-line.

```lean
/-- A quantity damped at a nonnegative, possibly varying rate never exceeds its initial
modulus. -/
theorem damped_abs_le {ψ c : ℝ → ℝ} (h : ∀ x, 0 ≤ x → HasDerivAt ψ (-(c x) * ψ x) x)
    (hc : ∀ x, 0 ≤ x → 0 ≤ c x) {x : ℝ} (hx : 0 ≤ x) : |ψ x| ≤ |ψ 0| := by
  have H : ∀ y, 0 ≤ y → HasDerivAt (fun t => ψ t * ψ t)
      (-(c y) * ψ y * ψ y + ψ y * (-(c y) * ψ y)) y :=
    fun y hy => (h y hy).fun_mul (h y hy)
  have anti : AntitoneOn (fun t => ψ t * ψ t) (Set.Ici 0) := by
    apply antitoneOn_of_deriv_nonpos (convex_Ici 0)
    · exact fun y hy => (H y hy).continuousAt.continuousWithinAt
    · exact fun y hy =>
        (H y (interior_subset hy)).differentiableAt.differentiableWithinAt
    · intro y hy
      have hy' : 0 ≤ y := interior_subset hy
      rw [(H y hy').deriv]
      nlinarith [mul_nonneg (hc y hy') (mul_self_nonneg (ψ y))]
  have key : ψ x * ψ x ≤ ψ 0 * ψ 0 := anti (Set.mem_Ici.2 le_rfl) (Set.mem_Ici.2 hx) hx
  exact sq_le_sq.mp (by simpa only [sq] using key)
```

Now subtract the stationarity condition for $A$ from the Riccati polynomial:

$$D-2\omega a-Da^2 = -(a-A)\,(Da+DA+2\omega) = -(a-A)\,(Da+\omega+s).$$

Set $k=(\omega+s)/v$ and $\psi=(a-A)\,e^{kx}$. The constant part of the rate cancels, leaving

$$\psi' = -\frac{Da}{v}\,\psi .$$

For $a\ge0$ this rate is non-negative, so the previous estimate applies and

$$|a(x)-A| \le |a(0)-A|\,e^{-(\omega+s)x/v}.$$

In the proof, `num` is the factorisation, and `key` is the damping estimate applied to $\psi$.

The hypothesis `h0` requires $a\ge0$ at every $x\ge0$, not only at the start. Physically one expects a non-negative start to suffice, since the slope at $a=0$ is $D/v>0$, but this persistence is assumed here and not derived. The condition excludes the second stationary value $-(\omega+s)/D$. The derivative at $x=0$ is two-sided, so $a$ must also have the slope given by the Riccati equation when $x=0$ is approached from the left.

```lean
/-- Let `v, D > 0`. If a real amplitude `a ≥ 0` obeys the Riccati equation with constant gap `D` on
the half-line `x ≥ 0`, its distance from the bulk value is at most the initial distance times
`exp(-(ω + √(ω² + D²)) x / v)`. -/
theorem relaxation {v ω D : ℝ} {a : ℝ → ℝ} (hv : 0 < v) (hD : 0 < D)
    (H : ∀ x, 0 ≤ x → RiccatiA v ω (fun _ => D) a x) (h0 : ∀ x, 0 ≤ x → 0 ≤ a x)
    {x : ℝ} (hx : 0 ≤ x) :
    |a x - bulk ω D| ≤
      |a 0 - bulk ω D| * Real.exp (-((ω + √(ω ^ 2 + D ^ 2)) * x / v)) := by
  obtain ⟨h1, q⟩ := bulk_stationary ω hD
  obtain ⟨k, hk⟩ : ∃ k, k = (ω + √(ω ^ 2 + D ^ 2)) / v := ⟨_, rfl⟩
  have key := damped_abs_le (ψ := fun t => (a t - bulk ω D) * Real.exp (k * t))
    (c := fun t => D * a t / v) (by
      intro y hy
      have He : HasDerivAt (fun t => Real.exp (k * t)) (Real.exp (k * y) * k) y := by
        simpa using ((hasDerivAt_id' y).const_mul k).exp
      -- the Riccati polynomial factorises about the bulk value
      have num : D - 2 * ω * a y - D * a y ^ 2
          = -(a y - bulk ω D) * (D * a y + (ω + √(ω ^ 2 + D ^ 2))) := by
        linear_combination q + (bulk ω D - a y) * h1
      have t := ((slope hv.ne' (H y hy)).sub_const (bulk ω D)).fun_mul He
      refine t.congr_deriv ?_
      show (D - 2 * ω * a y - D * a y ^ 2) / v * Real.exp (k * y)
        + (a y - bulk ω D) * (Real.exp (k * y) * k)
        = -(D * a y / v) * ((a y - bulk ω D) * Real.exp (k * y))
      have fac : (D - 2 * ω * a y - D * a y ^ 2) / v
          = -(a y - bulk ω D) * (D * a y / v + k) := by rw [num, hk]; ring
      rw [fac]
      ring)
    (fun y hy => div_nonneg (mul_nonneg hD.le (h0 y hy)) hv.le) hx
  simp only [mul_zero, Real.exp_zero, mul_one, abs_mul, Real.abs_exp] at key
  have e : Real.exp (-((ω + √(ω ^ 2 + D ^ 2)) * x / v)) = (Real.exp (k * x))⁻¹ := by
    rw [← Real.exp_neg, hk]
    congr 1
    ring
  rw [e, ← div_eq_mul_inv, le_div_iff₀ (Real.exp_pos _)]
  exact key
```

Since $s>\omega$, the rate $(\omega+s)/v$ exceeds $2\omega/v$, which gives the simpler bound

$$|a(x)-A| \le |a(0)-A|\,e^{-2\omega x/v}.$$

It is weaker. At $\omega=0$ it says only that the deviation does not grow, while the previous bound still decays as $e^{-Dx/v}$. For $\omega<0$ it even allows growth, while the previous bound still decays.

```lean
/-- Let `v, D > 0`. If a real amplitude `a ≥ 0` obeys the Riccati equation with constant gap `D` on
the half-line `x ≥ 0`, its distance from the bulk value is at most the initial distance times
`exp(-2ωx/v)`. -/
theorem relaxation_two_omega {v ω D : ℝ} {a : ℝ → ℝ} (hv : 0 < v) (hD : 0 < D)
    (H : ∀ x, 0 ≤ x → RiccatiA v ω (fun _ => D) a x) (h0 : ∀ x, 0 ≤ x → 0 ≤ a x)
    {x : ℝ} (hx : 0 ≤ x) :
    |a x - bulk ω D| ≤ |a 0 - bulk ω D| * Real.exp (-(2 * ω * x / v)) := by
  have hs : ω < √(ω ^ 2 + D ^ 2) := Real.lt_sqrt_of_sq_lt (by nlinarith [pow_pos hD 2])
  refine (relaxation hv hD H h0 hx).trans
    (mul_le_mul_of_nonneg_left (Real.exp_le_exp.2 (neg_le_neg ?_)) (abs_nonneg _))
  gcongr
  linarith

end

end EilenbergerRiccati
```

```lean
#print axioms EilenbergerRiccati.eilenberger_of_riccati
#print axioms EilenbergerRiccati.relaxation_two_omega
```

```
'EilenbergerRiccati.eilenberger_of_riccati' depends on axioms: [propext, Classical.choice, Quot.sound]
'EilenbergerRiccati.relaxation_two_omega' depends on axioms: [propext, Classical.choice, Quot.sound]
```

## Starting a trajectory in a numerical solver

In quasiclassical calculations of superconductors near vortices or surfaces, a solver can integrate $a$ forward along each trajectory, integrate $b$ backward, and form $g$, $f$ and $h$ where the two meet. The relaxation bound tells how long a run-in is enough when the gap there is a positive constant and the amplitude real and non-negative: for $0<\varepsilon<1$, the error is at most $\varepsilon$ times its initial value after a length

$$L = \frac{v}{\omega+s}\,\ln\frac1\varepsilon .$$

This length is sufficient but not sharp: close to the bulk value the deviation decays at the faster rate $2s/v$. Among positive Matsubara frequencies, the lowest one has the longest run-in by this estimate. It concerns the exact solution of the differential equation; the step error of the integrator comes on top.

The backward direction for $b$ follows from its equation. In a constant real gap, $\tilde b(y)=b(-y)$ satisfies

$$v\tilde b' = D-2\omega\tilde b-D\tilde b^2,$$

which is the equation for $a$. Integrating $b$ forward instead makes small deviations from its bulk value grow.
